# Logarithmic slope of the Tafel recombination rate under Langmuir coverage, and its competition with the Heyrovsky step

When a kinetic model of hydrogen evolution is compared with a measured polarisation curve, one step is to turn the logarithmic slope of the model's rate into millivolts per decade of current. If the current is proportional to this rate, and the rate grows locally as $e^{sx}$ with $x$ the cathodic overpotential in units of $RT/F$, one decade of current costs $2.303\,RT/(sF)$. The number $s$ depends on how full the surface is. For recombination of two adsorbed atoms whose Langmuir coverage $\theta$ is in equilibrium with the electrode, it is $s = 2(1-\theta)$: close to $2$ on a nearly empty surface, which gives about 30 mV per decade at room temperature, and close to $0$ on a nearly full one.

## A surface in equilibrium with the electrode

Hydrogen evolution in acid is commonly described by three steps, where $*$ is a free site:

- Volmer: $\mathrm{H^+} + e^- + * \to \mathrm{H}*$
- Heyrovsky: $\mathrm{H}* + \mathrm{H^+} + e^- \to \mathrm{H_2} + *$
- Tafel: $2\,\mathrm{H}* \to \mathrm{H_2} + 2\,*$

Let $\eta$ be the overpotential and $x = -F\eta/RT$, so that positive $x$ is cathodic. Suppose that the Volmer step is fast enough to stay in equilibrium while the other two steps consume little of the adsorbate. For atoms that do not interact, the equilibrium condition is $\theta/(1-\theta) = K e^x$, hence

$$\theta(x) = \frac{K e^x}{1 + K e^x}, \qquad K > 0.$$

The constant $K$ is the adsorption equilibrium constant at $x = 0$. It stands for the strength of the bond to the surface, at fixed temperature and hydrogen pressure; the pressure enters because $\eta$ is counted from the equilibrium potential of the hydrogen reaction.

The Tafel step needs two adsorbed atoms and transfers no charge, so its forward rate is $r_T = k\,\theta^2$. The Heyrovsky step needs one atom and one electron, so its forward rate is $r_H = k'\,\theta\, e^{\alpha x}$, with transfer coefficient $\alpha$ and positive rate constants $k$ and $k'$. The proton activity is held fixed and is contained in $k'$.

## What is stated about the two rates

The definitions `coverage K x`, `tafelRate k K x` and `heyrovskyRate k K α x` are these three formulas for real arguments. The last argument is always the reduced cathodic overpotential. In the theorems on the ratio, the Heyrovsky rate constant is called `k'`.

A statement `HasDerivAt f d x` says that $f$ is differentiable at $x$ with derivative $d$. `Tendsto f atBot (𝓝 c)` says that $f(x) \to c$ as $x \to -\infty$, and `atTop` stands for $x \to +\infty$. Four theorems carry the physics.

- `tafel_log_slope`: for $k, K > 0$, the derivative of $\ln r_T$ is $2(1-\theta)$ at every $x$, and this slope tends to $2$ as $x\to-\infty$ and to $0$ as $x\to+\infty$.
- `tafel_rate_asymptotics`: for $K > 0$, $r_T/e^{2x} \to kK^2$ as $x\to-\infty$, and $r_T \to k$ as $x\to+\infty$.
- `log_ratio_slope`: for positive $k, k', K$ and any real $\alpha$, the derivative of $\ln(r_T/r_H)$ is $1-\alpha-\theta$, with limits $1-\alpha$ and $-\alpha$.
- `tafel_negligible_at_extremes`: for $k', K > 0$ and $0 < \alpha < 1$, $r_T/r_H \to 0$ at both ends.

In simulation practice these formulas can serve as a check on the output of a microkinetic code, within a model of one non-interacting adsorbate at equilibrium coverage and forward rates only. The idealisations matter in the limits. At negative and small positive $x$ the reverse reactions, which are left out, are important for the net current, so the limit $x \to -\infty$ is best read as the low-coverage regime $Ke^x \ll 1$; for weak adsorption this regime reaches well into positive $x$. At large positive $x$ a Volmer step of finite speed may no longer keep up with desorption, and the coverage then departs from the Langmuir formula. Lateral interactions and transport in the solution are absent too.

## From the coverage to the slopes

Write $u = Ke^x$, so that $u' = u$ and $\theta = u/(1+u)$. Since $u > 0$, we have $0 < \theta < 1$. The quotient rule gives

$$\theta' = \frac{u(1+u) - u\cdot u}{(1+u)^2} = \frac{u}{1+u}\cdot\frac{1}{1+u} = \theta(1-\theta),$$

because $1-\theta = 1/(1+u)$. Division by $\theta$ yields

$$\frac{d\ln\theta}{dx} = 1-\theta.$$

The logarithm of the coverage therefore grows at a rate equal to the fraction of free sites. As $x\to-\infty$, $u\to 0$ and $\theta\to 0$. As $x\to+\infty$, $u\to\infty$ and $\theta = 1 - 1/(1+u) \to 1$.

For the Tafel step, $\ln r_T = \ln k + 2\ln\theta$, so

$$\frac{d\ln r_T}{dx} = 2(1-\theta),$$

and the limits $2$ and $0$ follow from those of $\theta$. The rate itself obeys

$$\frac{r_T}{e^{2x}} = \frac{kK^2}{(1+u)^2} = kK^2(1-\theta)^2 \to kK^2 \quad (x\to-\infty),$$

while $k\theta^2\to k$ on the full surface. Recombination thus has a ceiling: its rate stays below $k$, and on a nearly full surface more overpotential hardly raises it.

In the ratio of the two rates one factor of $\theta$ cancels:

$$\frac{r_T}{r_H} = \frac{k}{k'}\,\theta\, e^{-\alpha x}, \qquad \frac{d}{dx}\ln\frac{r_T}{r_H} = 1-\theta-\alpha.$$

Subtracting this slope from $2(1-\theta)$ gives $1+\alpha-\theta$ for the Heyrovsky rate alone, which the Lean code does not state as a separate theorem.

For $0<\alpha<1$ the ratio is squeezed to zero at both ends. On the left, $1+u \ge 1$ gives $\theta\le u$, so

$$0 \le \theta e^{-\alpha x} \le K e^{(1-\alpha)x} \to 0 \quad (x\to-\infty).$$

On the right, $\theta\le 1$ gives

$$0\le\theta e^{-\alpha x}\le e^{-\alpha x}\to 0 \quad (x\to+\infty).$$

The prefactor $k/k'$ does not affect either conclusion. A large $k$ can make recombination dominant over a wide window of overpotential, but the window is finite.

## Half coverage, and transfer coefficients at the edge

At $x = -\ln K$ the surface is half full. The logarithmic slope of the Tafel rate there is $1$, midway between its limits, and the slope of the log ratio is $\tfrac12-\alpha$. For $\alpha = \tfrac12$ this is zero, so recombination competes best with the Heyrovsky step exactly at half coverage.

Both strict bounds on $\alpha$ are needed for the ratio to vanish at both ends. Take $k = k' = K = 1$. With $\alpha = 0$ the ratio is $\theta$, which tends to $1$ as $x\to+\infty$. With $\alpha = 1$ it is $\theta e^{-x} = 1/(1+e^x)$, which tends to $1$ as $x\to-\infty$. In each case one of the two exponential bounds no longer decays.

## The rates and their slopes in Lean

```lean
import Mathlib

open Filter Topology

namespace TafelRecombination

noncomputable section

/-- Langmuir coverage of the adsorbed intermediate at reduced cathodic overpotential `x`,
with equilibrium constant `K` at `x = 0`. -/
def coverage (K x : ℝ) : ℝ := K * Real.exp x / (1 + K * Real.exp x)

/-- Rate of the Tafel step, in which two adsorbed atoms recombine. -/
def tafelRate (k K x : ℝ) : ℝ := k * coverage K x ^ 2

/-- Rate of the Heyrovsky step, in which one adsorbed atom is desorbed by a charge transfer
with transfer coefficient `α`. -/
def heyrovskyRate (k K α x : ℝ) : ℝ := k * coverage K x * Real.exp (α * x)

/-- The coverage lies strictly between zero and one. -/
theorem coverage_mem_Ioo {K : ℝ} (hK : 0 < K) (x : ℝ) :
    0 < coverage K x ∧ coverage K x < 1 := by
  have hE : 0 < K * Real.exp x := mul_pos hK (Real.exp_pos x)
  unfold coverage
  refine ⟨by positivity, ?_⟩
  rw [div_lt_one (by linarith)]
  linarith

/-- The coverage responds to the overpotential at the rate `θ (1 - θ)`. -/
theorem hasDerivAt_coverage {K : ℝ} (hK : 0 < K) (x : ℝ) :
    HasDerivAt (coverage K) (coverage K x * (1 - coverage K x)) x := by
  have hD : 1 + K * Real.exp x ≠ 0 := by positivity
  have h : HasDerivAt (fun y => K * Real.exp y) (K * Real.exp x) x :=
    (Real.hasDerivAt_exp x).const_mul K
  refine (h.fun_div (h.const_add 1) hD).congr_deriv ?_
  unfold coverage
  field_simp

/-- For `K > 0` the coverage tends to zero as `x → -∞` (anodic) and to one as `x → +∞` (cathodic).
-/
theorem coverage_limits {K : ℝ} (hK : 0 < K) :
    Tendsto (coverage K) atBot (𝓝 0) ∧ Tendsto (coverage K) atTop (𝓝 1) := by
  constructor
  · have h : Tendsto (fun x => K * Real.exp x) atBot (𝓝 (K * 0)) :=
      Real.tendsto_exp_atBot.const_mul K
    have h2 := h.div (h.const_add 1) (by simp)
    simp only [mul_zero, zero_div] at h2
    exact h2
  · -- write the coverage as one minus the fraction of free sites
    have h1 : Tendsto (fun x => (1 + K * Real.exp x)⁻¹) atTop (𝓝 0) :=
      tendsto_inv_atTop_zero.comp
        (tendsto_atTop_add_const_left atTop 1 (Real.tendsto_exp_atTop.const_mul_atTop hK))
    have h2 := h1.const_sub 1
    rw [sub_zero] at h2
    refine h2.congr fun x => ?_
    have hD : 1 + K * Real.exp x ≠ 0 := by positivity
    unfold coverage
    rw [eq_div_iff hD, sub_mul, inv_mul_cancel₀ hD]
    ring

/-- The logarithm of the coverage has slope `1 - θ`, the fraction of free sites. -/
theorem hasDerivAt_log_coverage {K : ℝ} (hK : 0 < K) (x : ℝ) :
    HasDerivAt (fun y => Real.log (coverage K y)) (1 - coverage K x) x := by
  have h0 := (coverage_mem_Ioo hK x).1.ne'
  exact ((hasDerivAt_coverage hK x).log h0).congr_deriv (mul_div_cancel_left₀ _ h0)

/-- The logarithmic slope of the recombination rate is `2 (1 - θ)`; it tends to `2` at large
anodic and to `0` at large cathodic overpotential. -/
theorem tafel_log_slope {k K : ℝ} (hk : 0 < k) (hK : 0 < K) :
    (∀ x, HasDerivAt (fun y => Real.log (tafelRate k K y)) (2 * (1 - coverage K x)) x) ∧
    Tendsto (fun x => 2 * (1 - coverage K x)) atBot (𝓝 2) ∧
    Tendsto (fun x => 2 * (1 - coverage K x)) atTop (𝓝 0) := by
  refine ⟨fun x => ?_, ?_, ?_⟩
  · -- the logarithm splits into a constant and twice the logarithm of the coverage
    have hf : (fun y => Real.log (tafelRate k K y)) =
        fun y => Real.log k + 2 * Real.log (coverage K y) := by
      funext y
      have h0 := (coverage_mem_Ioo hK y).1.ne'
      unfold tafelRate
      rw [Real.log_mul hk.ne' (pow_ne_zero 2 h0), Real.log_pow]
      norm_num
    rw [hf]
    exact ((hasDerivAt_log_coverage hK x).const_mul 2).const_add (Real.log k)
  · have h := ((coverage_limits hK).1.const_sub 1).const_mul 2
    rwa [sub_zero, mul_one] at h
  · have h := ((coverage_limits hK).2.const_sub 1).const_mul 2
    rwa [sub_self, mul_zero] at h

/-- The recombination rate behaves as `k K² exp (2 x)` at large anodic overpotential and
saturates at the value `k` at large cathodic overpotential. -/
theorem tafel_rate_asymptotics {k K : ℝ} (hK : 0 < K) :
    Tendsto (fun x => tafelRate k K x / Real.exp (2 * x)) atBot (𝓝 (k * K ^ 2)) ∧
    Tendsto (tafelRate k K) atTop (𝓝 k) := by
  constructor
  · -- the quotient is `k K²` times the squared fraction of free sites
    have h := (((coverage_limits hK).1.const_sub 1).pow 2).const_mul (k * K ^ 2)
    rw [sub_zero, one_pow, mul_one] at h
    refine h.congr fun x => ?_
    have hD : 1 + K * Real.exp x ≠ 0 := by positivity
    have hE : Real.exp x ≠ 0 := (Real.exp_pos x).ne'
    have hfree : 1 - coverage K x = 1 / (1 + K * Real.exp x) := by
      unfold coverage
      rw [eq_div_iff hD, sub_mul, div_mul_cancel₀ _ hD]
      ring
    rw [hfree, two_mul, Real.exp_add]
    unfold tafelRate coverage
    field_simp
  · have h := ((coverage_limits hK).2.pow 2).const_mul k
    rw [one_pow, mul_one] at h
    exact h

/-- The ratio of the Tafel rate to the Heyrovsky rate is a constant times
`θ exp (-α x)`. -/
theorem rate_ratio {k k' K : ℝ} (hk' : 0 < k') (hK : 0 < K) (α x : ℝ) :
    tafelRate k K x / heyrovskyRate k' K α x =
      k / k' * (coverage K x * Real.exp (-α * x)) := by
  have h0 := (coverage_mem_Ioo hK x).1.ne'
  have hE : Real.exp (α * x) ≠ 0 := (Real.exp_pos _).ne'
  have hneg : Real.exp (-α * x) = (Real.exp (α * x))⁻¹ := by
    rw [neg_mul, Real.exp_neg]
  rw [hneg]
  unfold tafelRate heyrovskyRate
  field_simp

/-- The logarithm of the ratio of the Tafel rate to the Heyrovsky rate has slope `1 - α - θ`,
with limits `1 - α` and `-α` at large anodic and large cathodic overpotential. -/
theorem log_ratio_slope {k k' K : ℝ} (hk : 0 < k) (hk' : 0 < k') (hK : 0 < K) (α : ℝ) :
    (∀ x, HasDerivAt (fun y => Real.log (tafelRate k K y / heyrovskyRate k' K α y))
      (1 - α - coverage K x) x) ∧
    Tendsto (fun x => 1 - α - coverage K x) atBot (𝓝 (1 - α)) ∧
    Tendsto (fun x => 1 - α - coverage K x) atTop (𝓝 (-α)) := by
  refine ⟨fun x => ?_, ?_, ?_⟩
  · have hf : (fun y => Real.log (tafelRate k K y / heyrovskyRate k' K α y)) =
        fun y => Real.log (k / k') + (Real.log (coverage K y) + -α * y) := by
      funext y
      have h0 := (coverage_mem_Ioo hK y).1.ne'
      have hE : Real.exp (-α * y) ≠ 0 := (Real.exp_pos _).ne'
      rw [rate_ratio hk' hK, Real.log_mul (div_pos hk hk').ne' (mul_ne_zero h0 hE),
        Real.log_mul h0 hE, Real.log_exp]
    rw [hf]
    have hlin : HasDerivAt (fun y : ℝ => -α * y) (-α * 1) x :=
      (hasDerivAt_id' x).const_mul (-α)
    exact (((hasDerivAt_log_coverage hK x).fun_add hlin).const_add _).congr_deriv (by ring)
  · have h := (coverage_limits hK).1.const_sub (1 - α)
    rwa [sub_zero] at h
  · have h := (coverage_limits hK).2.const_sub (1 - α)
    rwa [show 1 - α - 1 = -α by ring] at h

/-- For `0 < α < 1` the Tafel rate becomes negligible against the Heyrovsky rate at both large
anodic and large cathodic overpotential. -/
theorem tafel_negligible_at_extremes {k k' K α : ℝ} (hk' : 0 < k') (hK : 0 < K)
    (h0 : 0 < α) (h1 : α < 1) :
    Tendsto (fun x => tafelRate k K x / heyrovskyRate k' K α x) atBot (𝓝 0) ∧
    Tendsto (fun x => tafelRate k K x / heyrovskyRate k' K α x) atTop (𝓝 0) := by
  have hpos : ∀ x, 0 ≤ coverage K x * Real.exp (-α * x) := fun x =>
    mul_nonneg (coverage_mem_Ioo hK x).1.le (Real.exp_pos _).le
  simp only [rate_ratio hk' hK]
  constructor
  · -- on a nearly empty surface the coverage is at most `K exp x`
    have hb : Tendsto (fun x : ℝ => K * Real.exp ((1 - α) * x)) atBot (𝓝 0) := by
      have h := (Real.tendsto_exp_atBot.comp
        (tendsto_id.const_mul_atBot (sub_pos.mpr h1))).const_mul K
      rw [mul_zero] at h
      exact h
    have hs := (squeeze_zero hpos (fun x => ?_) hb).const_mul (k / k')
    · rwa [mul_zero] at hs
    · have hle : coverage K x ≤ K * Real.exp x := by
        have hE : 0 < K * Real.exp x := mul_pos hK (Real.exp_pos x)
        exact div_le_self hE.le (by linarith)
      calc coverage K x * Real.exp (-α * x)
          ≤ K * Real.exp x * Real.exp (-α * x) :=
            mul_le_mul_of_nonneg_right hle (Real.exp_pos _).le
        _ = K * Real.exp ((1 - α) * x) := by
            rw [mul_assoc, ← Real.exp_add, show x + -α * x = (1 - α) * x by ring]
  · -- on a nearly full surface the coverage is at most one
    have hb : Tendsto (fun x : ℝ => Real.exp (-α * x)) atTop (𝓝 0) :=
      Real.tendsto_exp_atBot.comp (tendsto_id.const_mul_atTop_of_neg (neg_lt_zero.mpr h0))
    have hs := (squeeze_zero hpos (fun x => mul_le_of_le_one_left (Real.exp_pos _).le
      (coverage_mem_Ioo hK x).2.le) hb).const_mul (k / k')
    rwa [mul_zero] at hs

end

end TafelRecombination
```

```lean
#print axioms TafelRecombination.tafel_log_slope
-- 'TafelRecombination.tafel_log_slope' depends on axioms: [propext, Classical.choice, Quot.sound]
#print axioms TafelRecombination.tafel_rate_asymptotics
-- 'TafelRecombination.tafel_rate_asymptotics' depends on axioms: [propext, Classical.choice, Quot.sound]
#print axioms TafelRecombination.log_ratio_slope
-- 'TafelRecombination.log_ratio_slope' depends on axioms: [propext, Classical.choice, Quot.sound]
#print axioms TafelRecombination.tafel_negligible_at_extremes
-- 'TafelRecombination.tafel_negligible_at_extremes' depends on axioms: [propext, Classical.choice, Quot.sound]
```

## How the proof follows the calculation

**Coverage.** `coverage_mem_Ioo` supplies $0<\theta<1$. The positivity of $\theta$ is used whenever a logarithm is split or a factor of $\theta$ is cancelled. `hasDerivAt_coverage` applies the quotient rule through `fun_div`; `field_simp` then identifies the result with $\theta(1-\theta)$.

In `coverage_limits` the two ends need different arguments. On the left, numerator and denominator have the finite limits $0$ and $1$, so the limit of the quotient is immediate. On the right both diverge, and the proof passes to $1-(1+u)^{-1}$, as in the derivation above. `hasDerivAt_log_coverage` combines the derivative of the logarithm with the cancellation $\theta(1-\theta)/\theta = 1-\theta$.

**Slope and asymptotics of the Tafel rate.** In `tafel_log_slope`, the equality `hf` rewrites $\ln r_T$ as $\ln k + 2\ln\theta$ for all $x$ at once. This is where $k>0$ enters. The derivative is then twice the one already known, and the two limits come from `coverage_limits` by subtraction and multiplication.

`tafel_rate_asymptotics` starts from the limit of $kK^2(1-\theta)^2$ and shows that this expression equals $r_T/e^{2x}$ at every $x$. The local equation `hfree` is $1-\theta = 1/(1+u)$. No logarithm is taken here, so no sign is required of $k$.

**Competition between the steps.** `rate_ratio` performs the cancellation that leaves $(k/k')\,\theta e^{-\alpha x}$. `log_ratio_slope` splits the logarithm of this product into a constant, $\ln\theta$ and $-\alpha x$, and differentiates term by term. Nothing in that argument restricts $\alpha$.

The condition $0<\alpha<1$ appears only in `tafel_negligible_at_extremes`. After rewriting with `rate_ratio`, the proof applies `squeeze_zero` to $\theta e^{-\alpha x}$ and multiplies by $k/k'$ afterwards. The inequality `hle` is $\theta\le Ke^x$, and the `calc` block merges the two exponentials into $e^{(1-\alpha)x}$. The hypothesis `h1`, $\alpha<1$, makes this bound decay on the left; `h0`, $0<\alpha$, makes $e^{-\alpha x}$ decay on the right.
